# Averaging over Gaussian phase kicks of variance t solves the double-commutator dephasing equation

Let A be a real diagonal matrix with entries A_i, and let ρ be any complex matrix of the same finite size. Averaging exp(-ixA) ρ exp(ixA) over a centred Gaussian x of variance t ≥ 0 gives a matrix ρ(t) with elements

ρ_ij(t) = exp(-t(A_i - A_j)²/2) ρ_ij.

A path σ(t) starts at ρ and solves

dσ/dt = -(1/2)[A,[A,σ]]

for t ≥ 0 if and only if σ(t) = ρ(t) at all those times. In quantum mechanics this is pure dephasing of finitely many levels, with no Hamiltonian acting alongside the noise.

The variance plays the role of time. This describes Gaussian white noise of constant strength, for which the accumulated kick strength x has a variance that grows linearly in time. If the variance of x grows as γτ in laboratory time τ, the prefactor of the double commutator becomes -γ/2.

## From random phases to exponential decay

Since A is diagonal, exp(-ixA) is diagonal with entries exp(-ixA_i). Write ω = A_i - A_j for a fixed pair i, j. The kicked matrix then has the element

(exp(-ixA) ρ exp(ixA))_ij = exp(-iωx) ρ_ij.

For t > 0 the Gaussian density is exp(-x²/(2t))/√(2πt). Completing the square in the averaged phase gives

-x²/(2t) - iωx = -(x + iωt)²/(2t) - tω²/2.

The exponential of the first term on the right integrates to √(2πt), because the contour can be shifted back to the real axis. The average of exp(-iωx) is therefore exp(-tω²/2). At t = 0 the kick vanishes and the factor is 1, in agreement with the same formula.

For the generator, one commutator multiplies each element by ω:

[A,σ]_ij = A_i σ_ij - σ_ij A_j = ω σ_ij.

The second commutator supplies another ω, so the master equation separates into scalar equations:

dσ_ij/dt = -(ω²/2) σ_ij.

The Gaussian average satisfies this equation by differentiation of exp(-tω²/2). Conversely, let σ be any solution with σ(0) = ρ, and set g(t) = exp(tω²/2) σ_ij(t). Then

dg/dt = exp(tω²/2) (ω²/2 - ω²/2) σ_ij = 0.

Hence g(t) = g(0) = ρ_ij, and σ_ij(t) = exp(-tω²/2) ρ_ij.

## The noise model and the equation as Lean definitions

The levels are labelled by a finite type `n`.

```lean
import Mathlib

open MeasureTheory ProbabilityTheory Filter Topology

namespace GaussianPhaseNoise

noncomputable section

variable {n : Type*} [Fintype n] [DecidableEq n]
```

The observable is given by its real values `A i`, which may coincide. Working with a diagonal matrix means working in the eigenbasis of the observable.

```lean
/-- The observable with real values `A i` on the diagonal, as a complex matrix. -/
def observable (A : n → ℝ) : Matrix n n ℂ := Matrix.diagonal (fun i => (A i : ℂ))
```

The kick uses genuine matrix exponentials, with the sign convention exp(-ixA) on the left.

```lean
/-- The matrix `exp(-ixA) ρ exp(ixA)` obtained from `ρ` by a phase kick of strength `x`. -/
def phaseKick (A : n → ℝ) (x : ℝ) (ρ : Matrix n n ℂ) : Matrix n n ℂ :=
  NormedSpace.exp ((-((x : ℂ) * Complex.I)) • observable A) * ρ *
    NormedSpace.exp (((x : ℂ) * Complex.I) • observable A)
```

The average is an integral for each matrix element. The second argument of `gaussianReal` is the variance, not the standard deviation, and it must be a nonnegative real, hence `t.toNNReal`. Only the distribution of x at each single time enters; no stochastic process is constructed.

```lean
/-- The entrywise average of the kicked matrix over a centred Gaussian kick strength of variance `t`
(variance zero if `t` is negative). -/
def phaseAverage (A : n → ℝ) (t : ℝ) (ρ : Matrix n n ℂ) : Matrix n n ℂ :=
  Matrix.of fun i j => ∫ x, phaseKick A x ρ i j ∂(gaussianReal 0 t.toNNReal)
```

The generator is -1/2 times the double commutator, written out as matrix products.

```lean
/-- The dephasing generator `-(1/2) [A, [A, ρ]]`. -/
def generator (A : n → ℝ) (ρ : Matrix n n ℂ) : Matrix n n ℂ :=
  (-(1 / 2 : ℂ)) • (observable A * (observable A * ρ - ρ * observable A) -
    (observable A * ρ - ρ * observable A) * observable A)
```

Every matrix element of a solution must have the derivative given by the generator at every t ≥ 0. The set `Set.Ici 0` is the half-line [0, ∞), so the derivative is one-sided at zero and ordinary at later times.

This guards against a plausible slip, which is to demand a two-sided derivative of the average at t = 0. Negative variances are converted to zero by `toNNReal`, so the left derivative there is 0, whereas the right derivative is -(ω²/2)ρ_ij. The two disagree whenever ω and ρ_ij are both nonzero.

```lean
/-- The path `σ` obeys `dσ/dt = -(1/2) [A, [A, σ]]` for all times `t ≥ 0`, entry by entry,
with a one-sided derivative at `t = 0`. -/
def SolvesMasterEquation (A : n → ℝ) (σ : ℝ → Matrix n n ℂ) : Prop :=
  ∀ t : ℝ, 0 ≤ t → ∀ i j,
    HasDerivWithinAt (fun s => σ s i j) (generator A (σ t) i j) (Set.Ici 0) t
```

## Phase, decay factor and rate for each matrix element

The first theorem computes the kicked matrix element. The auxiliary statement `h` exponentiates the diagonal matrix entry by entry, and `hphase` combines the left and right phases into one exponential. The phase appears as exp(i(A_j - A_i)x), which is the same as exp(-iωx).

```lean
/-- A phase kick multiplies each matrix element by a phase set by the difference of the
two values of the observable. -/
theorem phaseKick_apply (A : n → ℝ) (x : ℝ) (ρ : Matrix n n ℂ) (i j : n) :
    phaseKick A x ρ i j =
      Complex.exp (((A j - A i : ℝ) : ℂ) * x * Complex.I) * ρ i j := by
  -- the exponential of a diagonal matrix is taken entry by entry
  have h : ∀ c : ℂ, NormedSpace.exp (c • observable A) =
      Matrix.diagonal (fun i => Complex.exp (c * (A i : ℂ))) := by
    intro c
    rw [observable, ← Matrix.diagonal_smul, Matrix.exp_diagonal]
    congr 1
    funext k
    -- evaluation at an index is a continuous ring homomorphism
    have hev : NormedSpace.exp (c • fun i : n => (A i : ℂ)) k =
        NormedSpace.exp ((c • fun i : n => (A i : ℂ)) k) := by
      exact NormedSpace.map_exp (Pi.evalRingHom (fun _ : n => ℂ) k) (continuous_apply k) _
    exact hev.trans (congrFun Complex.exp_eq_exp_ℂ.symm _)
  have hphase : Complex.exp (((A j - A i : ℝ) : ℂ) * x * Complex.I) =
      Complex.exp (-((x : ℂ) * Complex.I) * (A i : ℂ)) *
        Complex.exp ((x : ℂ) * Complex.I * (A j : ℂ)) := by
    rw [← Complex.exp_add]
    congr 1
    push_cast
    ring
  rw [phaseKick, h, h, Matrix.mul_diagonal, Matrix.diagonal_mul, hphase]
  ring
```

In this form the integral is the characteristic function of the Gaussian at A_j - A_i. Mathlib's `charFun_gaussianReal` takes the place of completing the square.

```lean
/-- Gaussian phase noise of variance `t` multiplies the matrix element `ρ i j` by
`exp(-t (A i - A j)² / 2)`. -/
theorem phaseAverage_apply (A : n → ℝ) (ρ : Matrix n n ℂ) {t : ℝ} (ht : 0 ≤ t) (i j : n) :
    phaseAverage A t ρ i j =
      ((Real.exp (-((A i - A j) ^ 2 / 2) * t) : ℝ) : ℂ) * ρ i j := by
  have hv : ((t.toNNReal : ℝ) : ℂ) = (t : ℂ) := by rw [Real.coe_toNNReal t ht]
  simp only [phaseAverage, Matrix.of_apply, phaseKick_apply]
  -- the averaged phase is the characteristic function of the Gaussian
  rw [integral_mul_const, ← charFun_apply_real, charFun_gaussianReal, hv, Complex.ofReal_exp]
  congr 2
  push_cast
  ring
```

The generator reduces to multiplication by -ω²/2 once the diagonal products are expanded; `ring` collects the square.

```lean
/-- The dephasing generator multiplies the matrix element `ρ i j` by `-(A i - A j)² / 2`. -/
theorem generator_apply (A : n → ℝ) (ρ : Matrix n n ℂ) (i j : n) :
    generator A ρ i j = -(((A i - A j) ^ 2 / 2 : ℝ) : ℂ) * ρ i j := by
  simp only [generator, observable, Matrix.smul_apply, Matrix.sub_apply,
    Matrix.diagonal_mul, Matrix.mul_diagonal, smul_eq_mul]
  push_cast
  ring
```

The next lemma differentiates a real exponential regarded as complex-valued. It is used with c = ω²/2 for uniqueness and c = -ω²/2 for existence.

```lean
/-- The time derivative of the real exponential `exp(c s)`, regarded as a complex number. -/
theorem hasDerivAt_exp_factor (c s : ℝ) :
    HasDerivAt (fun u : ℝ => ((Real.exp (c * u) : ℝ) : ℂ))
      ((Real.exp (c * s) * c : ℝ) : ℂ) s := by
  have h := ((hasDerivAt_id' s).const_mul c).exp.ofReal_comp
  simpa only [mul_one] using h
```

## Equivalence of the average and the master equation

The left side of the equivalence contains both the initial condition and the differential equation. No density-matrix property of ρ is required, because the argument is linear.

In the forward direction, `hg` is the computation dg/dt = 0, and `constant_of_has_deriv_right_zero` turns it into constancy on [0, t]. The remaining rewriting multiplies by the decay factor to recover σ_ij. In the reverse direction, the explicit decay factor is differentiated and compared with the generator.

```lean
/-- A path starts at `ρ` and solves the master equation `dσ/dt = -(1/2) [A, [A, σ]]` exactly
when it is, at every time `t ≥ 0`, the average of `ρ` over Gaussian phase kicks of
variance `t`. -/
theorem masterEquation_iff_phaseAverage (A : n → ℝ) (ρ : Matrix n n ℂ)
    (σ : ℝ → Matrix n n ℂ) :
    (σ 0 = ρ ∧ SolvesMasterEquation A σ) ↔ ∀ t : ℝ, 0 ≤ t → σ t = phaseAverage A t ρ := by
  constructor
  · rintro ⟨h0, hσ⟩ t ht
    ext i j
    -- undoing the expected decay leaves a quantity that is constant in time
    have hg : ∀ s : ℝ, 0 ≤ s → HasDerivWithinAt
        (fun u : ℝ => ((Real.exp ((A i - A j) ^ 2 / 2 * u) : ℝ) : ℂ) * σ u i j)
        0 (Set.Ici 0) s := by
      intro s hs
      refine HasDerivWithinAt.congr_deriv
        ((hasDerivAt_exp_factor ((A i - A j) ^ 2 / 2) s).hasDerivWithinAt.mul
          (hσ s hs i j)) ?_
      rw [generator_apply]
      push_cast
      ring
    have hc := constant_of_has_deriv_right_zero (a := 0) (b := t)
      (fun s hs => (hg s hs.1).continuousWithinAt.mono Set.Icc_subset_Ici_self)
      (fun s hs => (hg s hs.1).mono (Set.Ici_subset_Ici.2 hs.1)) t ⟨ht, le_rfl⟩
    simp only [mul_zero, Real.exp_zero, Complex.ofReal_one, one_mul, h0] at hc
    rw [phaseAverage_apply A ρ ht, ← hc, ← mul_assoc, ← Complex.ofReal_mul, ← Real.exp_add,
      neg_mul, neg_add_cancel, Real.exp_zero, Complex.ofReal_one, one_mul]
  · intro h
    refine ⟨?_, ?_⟩
    · ext i j
      rw [h 0 le_rfl, phaseAverage_apply A ρ le_rfl, mul_zero, Real.exp_zero,
        Complex.ofReal_one, one_mul]
    · intro t ht i j
      -- differentiate the explicit decay factor
      have hd := ((hasDerivAt_exp_factor (-((A i - A j) ^ 2 / 2)) t).mul_const
        (ρ i j)).hasDerivWithinAt (s := Set.Ici 0)
      refine (hd.congr (fun s hs => ?_) ?_).congr_deriv ?_
      · rw [h s hs, phaseAverage_apply A ρ hs]
      · rw [h t ht, phaseAverage_apply A ρ ht]
      · rw [generator_apply, h t ht, phaseAverage_apply A ρ ht]
        push_cast
        ring
```

For t > 0 the half-line contains a neighbourhood of t, so the one-sided statement becomes an ordinary derivative.

```lean
/-- At every variance `t > 0` the Gaussian average obeys `dρ/dt = -(1/2) [A, [A, ρ]]`,
entry by entry. -/
theorem hasDerivAt_phaseAverage (A : n → ℝ) (ρ : Matrix n n ℂ) {t : ℝ} (ht : 0 < t)
    (i j : n) :
    HasDerivAt (fun s => phaseAverage A s ρ i j) (generator A (phaseAverage A t ρ) i j) t :=
  (((masterEquation_iff_phaseAverage A ρ (fun s => phaseAverage A s ρ)).2
    (fun _ _ => rfl)).2 t ht.le i j).hasDerivAt (Ici_mem_nhds ht)
```

## Successive intervals and long times

Two successive averages multiply the decay factors, so their variances add. Physically, these are independent kicks applied one after the other.

```lean
/-- Gaussian averaging with variance `t` and then with variance `s` equals a single
averaging with variance `s + t`. -/
theorem phaseAverage_comp (A : n → ℝ) (ρ : Matrix n n ℂ) {s t : ℝ} (hs : 0 ≤ s)
    (ht : 0 ≤ t) :
    phaseAverage A s (phaseAverage A t ρ) = phaseAverage A (s + t) ρ := by
  ext i j
  rw [phaseAverage_apply A _ hs, phaseAverage_apply A ρ ht,
    phaseAverage_apply A ρ (add_nonneg hs ht), ← mul_assoc, ← Complex.ofReal_mul,
    ← Real.exp_add, ← mul_add]
```

As t grows, an element with A_i = A_j keeps its value and every other element tends to zero. Coherences between basis states with the same value of A therefore survive. The proof splits on whether A_i = A_j, and in the unequal case uses the strictly positive decay rate.

```lean
/-- As the variance grows, matrix elements between equal values of the observable tend to their
original value and all others tend to zero. -/
theorem tendsto_phaseAverage (A : n → ℝ) (ρ : Matrix n n ℂ) (i j : n) :
    Tendsto (fun t => phaseAverage A t ρ i j) atTop
      (𝓝 (if A i = A j then ρ i j else 0)) := by
  have key : Tendsto (fun t : ℝ => ((Real.exp (-((A i - A j) ^ 2 / 2) * t) : ℝ) : ℂ) * ρ i j)
      atTop (𝓝 (if A i = A j then ρ i j else 0)) := by
    split_ifs with h
    · simp [h]
    · -- a nonzero difference gives a strictly positive decay rate
      have hpos : 0 < (A i - A j) ^ 2 :=
        lt_of_le_of_ne (sq_nonneg _) (Ne.symm (pow_ne_zero 2 (sub_ne_zero.2 h)))
      have hneg : -((A i - A j) ^ 2 / 2) < 0 := by linarith
      have h2 := Real.tendsto_exp_atBot.comp
        (Filter.Tendsto.const_mul_atTop_of_neg hneg tendsto_id)
      have h3 := ((Complex.continuous_ofReal.tendsto 0).comp h2).mul_const (ρ i j)
      rw [Complex.ofReal_zero, zero_mul] at h3
      exact h3
  refine key.congr' ?_
  filter_upwards [eventually_ge_atTop (0 : ℝ)] with t ht
  exact (phaseAverage_apply A ρ ht i j).symm

end

end GaussianPhaseNoise
```

```lean
#print axioms GaussianPhaseNoise.masterEquation_iff_phaseAverage
#print axioms GaussianPhaseNoise.hasDerivAt_phaseAverage
#print axioms GaussianPhaseNoise.phaseAverage_comp
#print axioms GaussianPhaseNoise.tendsto_phaseAverage
```

```
'GaussianPhaseNoise.masterEquation_iff_phaseAverage' depends on axioms: [propext, Classical.choice, Quot.sound]
'GaussianPhaseNoise.hasDerivAt_phaseAverage' depends on axioms: [propext, Classical.choice, Quot.sound]
'GaussianPhaseNoise.phaseAverage_comp' depends on axioms: [propext, Classical.choice, Quot.sound]
'GaussianPhaseNoise.tendsto_phaseAverage' depends on axioms: [propext, Classical.choice, Quot.sound]
```

## The dephasing step in a simulation

A density-matrix code can apply this noise for an interval Δt by multiplying ρ, element by element in the eigenbasis of A, by the array exp(-Δt(A_i - A_j)²/2). For dephasing alone, dividing the interval into smaller steps changes nothing apart from rounding. With a Hamiltonian that does not commute with A, the multiplication can serve as one factor of a split-step scheme, which in general has a splitting error.

For a pure initial state, a state-vector code can instead draw an independent centred Gaussian x of variance Δt in each step, multiply component i by exp(-ixA_i), and average the projectors |ψ⟩⟨ψ| over many runs. The average then carries sampling error.
